# A path with the energy gradient along its tangent is a steepest-descent curve when its parameter obeys $s'=-l(s)$

A nudged elastic band calculation moves a chain of images until the energy gradient has no component perpendicular to the path, and the converged path is then read as a steepest-descent path. For an exact path $g$ on a twice continuously differentiable energy $V$, with $\nabla V(g(s))=l(s)\,g'(s)$, that reading is correct wherever the parameter can follow $s'=-l(s)$ for all $t\ge 0$.

```lean
import Mathlib

open Set

namespace MinimumEnergyPathFlow

variable {n : ℕ}

/-- The curve `x` follows steepest descent on the energy surface `V`:
`x'(t) = -∇V(x(t))` for all times `t ≥ 0` (one-sided derivative at `t = 0`). -/
def IsSteepestDescent (V : EuclideanSpace ℝ (Fin n) → ℝ)
    (x : ℝ → EuclideanSpace ℝ (Fin n)) : Prop :=
  ∀ t, 0 ≤ t → HasDerivWithinAt x (-gradient V (x t)) (Ici 0) t

/-- The path `g`, with parameter in `I` and tangent `g'`, has the energy gradient along
its tangent: `∇V(g(s)) = l(s) g'(s)` for every `s` in `I`. -/
def IsGradientTangentPath (V : EuclideanSpace ℝ (Fin n) → ℝ)
    (g g' : ℝ → EuclideanSpace ℝ (Fin n)) (l : ℝ → ℝ) (I : Set ℝ) : Prop :=
  ∀ s ∈ I, HasDerivWithinAt g (g' s) I s ∧ gradient V (g s) = l s • g' s

/-- For a twice continuously differentiable energy, the force `-∇V` is Lipschitz on every
closed ball around the origin. -/
theorem force_lipschitz_on_ball {V : EuclideanSpace ℝ (Fin n) → ℝ} (hV : ContDiff ℝ 2 V)
    (R : ℝ) : ∃ K : NNReal, LipschitzOnWith K (fun x => -gradient V x)
      (Metric.closedBall 0 R) := by
  have h1 : ContDiff ℝ 1 (fderiv ℝ V) := hV.fderiv_right (by norm_num)
  -- the second derivative is bounded on the compact ball
  obtain ⟨C, hC⟩ := (isCompact_closedBall (0 : EuclideanSpace ℝ (Fin n))
    R).exists_bound_of_continuousOn (h1.continuous_fderiv (by norm_num)).continuousOn
  refine ⟨C.toNNReal, LipschitzOnWith.of_dist_le_mul fun x hx y hy => ?_⟩
  have hnorm : ‖gradient V x - gradient V y‖ = ‖fderiv ℝ V x - fderiv ℝ V y‖ := by
    unfold gradient
    rw [← map_sub, LinearIsometryEquiv.norm_map]
  have hmv : ‖fderiv ℝ V x - fderiv ℝ V y‖ ≤ C * ‖x - y‖ :=
    Convex.norm_image_sub_le_of_norm_fderiv_le
      (fun z _ => (h1.differentiable (by norm_num)) z) hC (convex_closedBall 0 R) hy hx
  rw [dist_neg_neg, dist_eq_norm, dist_eq_norm, hnorm]
  exact hmv.trans (mul_le_mul_of_nonneg_right (Real.le_coe_toNNReal C) (norm_nonneg _))

/-- A steepest-descent curve is continuous on every time interval `[0, T]`. -/
theorem IsSteepestDescent.continuousOn {V : EuclideanSpace ℝ (Fin n) → ℝ}
    {x : ℝ → EuclideanSpace ℝ (Fin n)} (hx : IsSteepestDescent V x) (T : ℝ) :
    ContinuousOn x (Icc 0 T) :=
  fun t ht => (hx t ht.1).continuousWithinAt.mono Icc_subset_Ici_self

/-- Over a time interval `[0, T]`, two steepest-descent curves stay in a common ball on which
the force of a twice continuously differentiable energy is Lipschitz. -/
theorem common_ball {V : EuclideanSpace ℝ (Fin n) → ℝ} (hV : ContDiff ℝ 2 V)
    {x y : ℝ → EuclideanSpace ℝ (Fin n)} (hx : IsSteepestDescent V x)
    (hy : IsSteepestDescent V y) (T : ℝ) :
    ∃ (R : ℝ) (K : NNReal),
      LipschitzOnWith K (fun z => -gradient V z) (Metric.closedBall 0 R) ∧
      ∀ t ∈ Icc 0 T, x t ∈ Metric.closedBall 0 R ∧ y t ∈ Metric.closedBall 0 R := by
  obtain ⟨A, hA⟩ := isCompact_Icc.exists_bound_of_continuousOn (hx.continuousOn T)
  obtain ⟨B, hB⟩ := isCompact_Icc.exists_bound_of_continuousOn (hy.continuousOn T)
  obtain ⟨K, hK⟩ := force_lipschitz_on_ball hV (max A B)
  refine ⟨max A B, K, hK, fun t ht => ⟨?_, ?_⟩⟩
  · exact mem_closedBall_zero_iff.mpr ((hA t ht).trans (le_max_left A B))
  · exact mem_closedBall_zero_iff.mpr ((hB t ht).trans (le_max_right A B))

/-- Let `V` be twice continuously differentiable, `g` a path with `∇V(g(s)) = l(s) g'(s)`, and
let `s(t)` stay in the parameter set and solve `s' = -l(s)` for `t ≥ 0`. Then `g(s(t))` is the
unique steepest-descent curve that starts at `g(s(0))`. -/
theorem path_is_unique_flow_line {V : EuclideanSpace ℝ (Fin n) → ℝ} (hV : ContDiff ℝ 2 V)
    {g g' : ℝ → EuclideanSpace ℝ (Fin n)} {l s : ℝ → ℝ} {I : Set ℝ}
    (hg : IsGradientTangentPath V g g' l I) (hsI : MapsTo s (Ici 0) I)
    (hs : ∀ t, 0 ≤ t → HasDerivWithinAt s (-l (s t)) (Ici 0) t) :
    IsSteepestDescent V (g ∘ s) ∧
      ∀ y, IsSteepestDescent V y → y 0 = g (s 0) → ∀ t, 0 ≤ t → y t = g (s t) := by
  -- chain rule: the velocity is `-l(s) g'(s)`, which is minus the gradient
  have hflow : IsSteepestDescent V (g ∘ s) := by
    intro t ht
    obtain ⟨hd, hgrad⟩ := hg (s t) (hsI ht)
    have h := HasDerivWithinAt.scomp t hd (hs t ht) hsI
    rw [neg_smul, ← hgrad] at h
    exact h
  refine ⟨hflow, fun y hy h0 T hT => ?_⟩
  -- uniqueness forward in time on `[0, T]`
  obtain ⟨R, K, hK, hR⟩ := common_ball hV hy hflow T
  exact ODE_solution_unique_of_mem_Icc_right
    (v := fun _ z => -gradient V z) (s := fun _ => Metric.closedBall 0 R)
    (fun _ _ => hK) (hy.continuousOn T)
    (fun t ht => (hy t ht.1).mono (Ici_subset_Ici.mpr ht.1))
    (fun t ht => (hR t (Ico_subset_Icc_self ht)).1) (hflow.continuousOn T)
    (fun t ht => (hflow t ht.1).mono (Ici_subset_Ici.mpr ht.1))
    (fun t ht => (hR t (Ico_subset_Icc_self ht)).2) h0 (right_mem_Icc.mpr hT)

/-- Converse: if a curve `g` with tangent `g'`, run through with a differentiable `s(t)`, is a
steepest-descent curve, then `∇V = -s'(t) g'` at each point `g(s(t))` with `t ≥ 0`. -/
theorem gradient_tangent_of_flow_line {V : EuclideanSpace ℝ (Fin n) → ℝ}
    {g g' : ℝ → EuclideanSpace ℝ (Fin n)} {s s' : ℝ → ℝ} {I : Set ℝ}
    (hg : ∀ r ∈ I, HasDerivWithinAt g (g' r) I r) (hsI : MapsTo s (Ici 0) I)
    (hs : ∀ t, 0 ≤ t → HasDerivWithinAt s (s' t) (Ici 0) t)
    (hflow : IsSteepestDescent V (g ∘ s)) {t : ℝ} (ht : 0 ≤ t) :
    gradient V (g (s t)) = (-s' t) • g' (s t) := by
  have hu : UniqueDiffWithinAt ℝ (Ici (0 : ℝ)) t := uniqueDiffOn_Ici 0 t ht
  have h1 := HasDerivWithinAt.scomp t (hg (s t) (hsI ht)) (hs t ht) hsI
  have h2 : -gradient V (g (s t)) = s' t • g' (s t) :=
    ((hflow t ht).derivWithin hu).symm.trans (h1.derivWithin hu)
  rw [neg_smul, ← h2, neg_neg]

/-- Along a steepest-descent curve of a differentiable energy, the energy changes at the
rate `-‖∇V‖²`. -/
theorem energy_rate {V : EuclideanSpace ℝ (Fin n) → ℝ} (hV : Differentiable ℝ V)
    {x : ℝ → EuclideanSpace ℝ (Fin n)} (hx : IsSteepestDescent V x) {t : ℝ} (ht : 0 ≤ t) :
    HasDerivWithinAt (fun r => V (x r)) (-‖gradient V (x t)‖ ^ 2) (Ici 0) t := by
  have h := (hV (x t)).hasGradientAt.hasFDerivAt.comp_hasDerivWithinAt t (hx t ht)
  have he : InnerProductSpace.toDual ℝ _ (gradient V (x t)) (-gradient V (x t))
      = -‖gradient V (x t)‖ ^ 2 := by
    change inner ℝ (gradient V (x t)) (-gradient V (x t)) = _
    rw [inner_neg_right, real_inner_self_eq_norm_sq]
  rw [he] at h
  exact h

/-- On a twice continuously differentiable energy surface, a steepest-descent curve that starts
at a non-stationary point reaches no stationary point in finite time. -/
theorem stationary_point_not_reached {V : EuclideanSpace ℝ (Fin n) → ℝ}
    (hV : ContDiff ℝ 2 V) {x : ℝ → EuclideanSpace ℝ (Fin n)} (hx : IsSteepestDescent V x)
    (h0 : gradient V (x 0) ≠ 0) {T : ℝ} (hT : 0 ≤ T) : gradient V (x T) ≠ 0 := by
  intro h
  -- resting at the stationary point is also a steepest-descent curve
  have hc : IsSteepestDescent V (fun _ => x T) := by
    intro t _
    simp only [h, neg_zero]
    exact hasDerivWithinAt_const t (Ici 0) (x T)
  have back : ∀ y, IsSteepestDescent V y → ∀ t ∈ Ioc 0 T,
      HasDerivWithinAt y (-gradient V (y t)) (Iic t) t := fun y hy t ht =>
    ((hy t ht.1.le).hasDerivAt (Ici_mem_nhds ht.1)).hasDerivWithinAt
  -- uniqueness backward in time from `T`
  obtain ⟨R, K, hK, hR⟩ := common_ball hV hx hc T
  have heq : x 0 = x T := ODE_solution_unique_of_mem_Icc_left
    (v := fun _ z => -gradient V z) (s := fun _ => Metric.closedBall 0 R)
    (fun _ _ => hK) (hx.continuousOn T) (back x hx)
    (fun t ht => (hR t (Ioc_subset_Icc_self ht)).1) (hc.continuousOn T) (back _ hc)
    (fun t ht => (hR t (Ioc_subset_Icc_self ht)).2) rfl (left_mem_Icc.mpr hT)
  exact h0 (heq ▸ h)

/-- For the energy `k‖x‖²/2`, the straight path `s u` satisfies the tangency condition with
`l(s) = k s`, and `s(t) = exp(-k t)` solves `s' = -l(s)`. -/
theorem harmonic_path_witness (k : ℝ) (u : EuclideanSpace ℝ (Fin n)) :
    ContDiff ℝ 2 (fun x : EuclideanSpace ℝ (Fin n) => k / 2 * ‖x‖ ^ 2) ∧
    IsGradientTangentPath (fun x => k / 2 * ‖x‖ ^ 2) (fun s => s • u) (fun _ => u)
      (fun s => k * s) univ ∧
    ∀ t, 0 ≤ t → HasDerivWithinAt (fun r => Real.exp (-k * r))
      (-(k * Real.exp (-k * t))) (Ici 0) t := by
  refine ⟨contDiff_const.mul (contDiff_norm_sq ℝ), fun s _ => ⟨?_, ?_⟩, fun t _ => ?_⟩
  · have h := ((hasDerivAt_id s).smul_const u).hasDerivWithinAt (s := univ)
    rw [one_smul] at h
    exact h
  · -- the gradient of the harmonic energy is `k x`
    have hgrad : HasGradientAt (fun x : EuclideanSpace ℝ (Fin n) => k / 2 * ‖x‖ ^ 2)
        (k • (s • u)) (s • u) := by
      rw [hasGradientAt_iff_hasFDerivAt]
      refine ((hasStrictFDerivAt_norm_sq (s • u)).hasFDerivAt.const_mul
        (k / 2)).congr_fderiv (ContinuousLinearMap.ext fun v => ?_)
      change k / 2 * ((2 : ℕ) • inner ℝ (s • u) v) = inner ℝ (k • (s • u)) v
      rw [real_inner_smul_left _ _ k, nsmul_eq_mul]
      push_cast
      ring
    rw [hgrad.gradient, smul_smul]
  · have h := ((hasDerivAt_id t).const_mul (-k)).exp
    exact (h.congr_deriv (by simp only [id]; ring)).hasDerivWithinAt

end MinimumEnergyPathFlow
```

```lean
#print axioms MinimumEnergyPathFlow.path_is_unique_flow_line
#print axioms MinimumEnergyPathFlow.gradient_tangent_of_flow_line
#print axioms MinimumEnergyPathFlow.energy_rate
#print axioms MinimumEnergyPathFlow.stationary_point_not_reached
```

```
'MinimumEnergyPathFlow.path_is_unique_flow_line' depends on axioms: [propext, Classical.choice, Quot.sound]
'MinimumEnergyPathFlow.gradient_tangent_of_flow_line' depends on axioms: [propext, Classical.choice, Quot.sound]
'MinimumEnergyPathFlow.energy_rate' depends on axioms: [propext, Classical.choice, Quot.sound]
'MinimumEnergyPathFlow.stationary_point_not_reached' depends on axioms: [propext, Classical.choice, Quot.sound]
```

## Paths, descent curves and their parameters

A configuration is a point of `EuclideanSpace ℝ (Fin n)`, that is, $\mathbb R^n$ with its usual inner product, and `gradient V` is $\nabla V$. Two definitions carry the physics:

- `IsSteepestDescent V x` says that $x'(t)=-\nabla V(x(t))$ for every $t\ge 0$. The derivative is taken within `Ici 0`, the half-line $[0,\infty)$, so it is one-sided at $t=0$.
- `IsGradientTangentPath V g g' l I` says that $g$ has derivative $g'$ within the parameter set $I$ and that $\nabla V(g(s))=l(s)\,g'(s)$ there. The set may be a closed interval, and $g'$ need not be continuous or of unit length.

The main theorem, `path_is_unique_flow_line`, assumes that $V$ is twice continuously differentiable, that $s(t)$ stays in $I$ (`MapsTo s (Ici 0) I`), and that $s'=-l(s)$ for $t\ge 0$. It concludes that $g(s(t))$, written `g ∘ s`, is a steepest-descent curve, and that any other one starting at $g(s(0))$ equals it at all $t\ge 0$. The existence of $s(t)$ is assumed.

The variable $t$ is a descent parameter and not physical time. Where $l>0$ and $g'\ne 0$ the energy rises with $s$, so the descent runs towards smaller $s$.

## What a converged band provides

Let $\tau$ be the unit tangent of the path. Convergence of the band means that the perpendicular part of the gradient, $\nabla V-(\nabla V\cdot\tau)\tau$, vanishes. With arc length as parameter, this is the tangency condition with $l=\nabla V\cdot\tau$. If the path ends at two minima, a descent started at a non-stationary point of it retraces the path downhill, towards the next stationary point on it. If the only stationary points on the path are one saddle and the two end minima, the saddle is therefore connected to both minima by steepest descent. In mass-weighted coordinates the same descent gives the intrinsic reaction coordinate, provided that the band condition is imposed in those coordinates too.

The step left open is the one from images to a curve: a real band satisfies the condition at finitely many points and to a tolerance, and its distance from a true descent curve needs a separate error estimate. The theorem also asks for an energy that is twice continuously differentiable on all of $\mathbb R^n$. A surface with a conical intersection fails this, and so does the Born–Oppenheimer energy of any molecule in Cartesian coordinates, because it diverges where nuclei coincide. The divergence alone is harmless: the energy can be levelled off smoothly above the starting energy, and a descent, which never climbs, is unaffected.

At a saddle the gradient is zero, so the unique descent curve from there stays there. A calculation that follows the path down from a saddle therefore first displaces the geometry slightly along the unstable mode and then integrates downhill.

## Chain rule, then uniqueness

Put $x(t)=g(s(t))$. The chain rule gives
$$x'(t)=s'(t)\,g'(s(t))=-l(s(t))\,g'(s(t))=-\nabla V(x(t)).$$
In Lean this is `HasDerivWithinAt.scomp`, followed by a rewrite with the tangency condition.

Now let $y$ be another descent curve with $y(0)=x(0)$, and fix $T\ge 0$. Both curves are continuous on $[0,T]$, so they lie in a common closed ball; this is `common_ball`. The Hessian is continuous and hence bounded on that ball by some $K$. The ball is convex, so the mean value inequality gives
$$\|\nabla V(a)-\nabla V(b)\|\le K\|a-b\|$$
for $a,b$ in the ball. This is `force_lipschitz_on_ball`, which works with the derivative `fderiv` and uses the fact that passing to the gradient preserves norms.

For $d=\|x-y\|^2$ it follows that
$$d'=-2(x-y)\cdot(\nabla V(x)-\nabla V(y))\le 2Kd.$$
Thus $e^{-2Kt}d$ does not increase. It starts at zero and is never negative, so $d=0$ on $[0,T]$. Since $T$ was arbitrary, the curves agree for all $t\ge 0$. Lean takes this Grönwall argument from `ODE_solution_unique_of_mem_Icc_right`.

## The converse, the energy and stationary points

If $g(s(t))$ is known to be a descent curve and $s$ is differentiable, its velocity is both $-\nabla V$ and $s'g'$. Hence $\nabla V=-s'(t)\,g'(s(t))$ at each point visited, which is `gradient_tangent_of_flow_line`.

For differentiable $V$, `energy_rate` gives
$$\frac{d}{dt}V(x(t))=\nabla V\cdot x'=-\|\nabla V\|^2.$$

Suppose that a descent curve has $\nabla V(x(T))=0$. The constant curve $c=x(T)$ is then also a descent curve. With $d=\|x-c\|^2$, the Lipschitz bound gives $d'\ge-2Kd$, so $e^{2Kt}d$ does not decrease. It is zero at $T$, hence zero on $[0,T]$, and $x(0)=x(T)$ is stationary. So a descent that starts off a stationary point reaches none in finite $t$. This is `stationary_point_not_reached`, which uses the backward version of the uniqueness theorem.

## A straight path and a curved one

`harmonic_path_witness` supplies an example for $V=k\|x\|^2/2$. On the straight path $g(s)=su$ the gradient is $ksu$, so $l(s)=ks$, and $s(t)=e^{-kt}$ satisfies $s'=-l(s)$.

A curved path can be worked out in the same way. Take $V(x,y)=x^2/2+y^2$ and $g(s)=(s,s^2)$. Then
$$\nabla V(g(s))=(s,2s^2)=s\,(1,2s)=s\,g'(s),$$
so $l(s)=s$ and $s(t)=e^{-t}$ when $s(0)=1$. The descent starts at $(1,1)$ with energy $1.5$ and gradient $(1,2)$; the unit tangent is $(1,2)/\sqrt5$, for which the factor is $\sqrt5$ instead of $1$. At $t=\ln 2$ the point is $(0.5,0.25)$ and the energy $0.1875$. Along the curve $V=e^{-2t}/2+e^{-4t}$, whose initial slope is $-5=-\|(1,2)\|^2$. The minimum at the origin is approached only as $t\to\infty$.
